# Heitler-London splitting of the mean energies of uv + vu and uv − vu for an exchange-symmetric Hamiltonian

We describe each orbital by its complex amplitudes in a finite orthonormal basis, and a two-particle state by a function on pairs of basis indices. The Hamiltonian H is then a matrix on those pairs, and particle exchange is an explicit matrix P that swaps the two indices. Spin is left out of the state, and the combinations uv ± vu are kept unnormalised, so that the mean energy carries the division by the squared norm.

## The splitting from overlaps and matrix elements

Let u and v be unit orbitals with overlap S = ⟨u,v⟩ and |S| < 1. Write uv for the state with amplitude u(i)v(j) at the pair (i,j), and set

Q = Re⟨uv,Huv⟩,  A = Re⟨uv,Hvu⟩.

If H commutes with P, the mean energies E₊ of uv + vu and E₋ of uv − vu satisfy

E₊ − E₋ = 2(A − Q|S|²)/(1 − |S|⁴).

For real orbitals |S|² is S².

Exchange maps uv to vu and preserves inner products. Since PH = HP,

⟨vu,Hvu⟩ = ⟨Puv,HPuv⟩ = ⟨Puv,PHuv⟩ = ⟨uv,Huv⟩,

and in the same way ⟨vu,Huv⟩ = ⟨uv,Hvu⟩. Expanding the four terms of each expectation value and taking real parts gives

Re⟨uv ± vu, H(uv ± vu)⟩ = 2(Q ± A).

Overlaps of product states factorise, so ⟨uv,vu⟩ = ⟨u,v⟩⟨v,u⟩ = |S|², and

‖uv ± vu‖² = 1 ± |S|² ± |S|² + 1 = 2(1 ± |S|²).

Both norms are positive because |S| < 1. Hence

E± = (Q ± A)/(1 ± |S|²),

E₊ − E₋ = [(Q + A)(1 − |S|²) − (Q − A)(1 + |S|²)]/(1 − |S|⁴).

The numerator simplifies to 2A − 2Q|S|². The denominator is positive, so the symmetric state lies lower exactly when A < Q|S|².

For two electrons with a spin-independent Hamiltonian, the symmetric spatial state belongs to the singlet and the antisymmetric one to the triplet, so the formula gives the singlet-triplet splitting within a model of two fixed orbitals and these two combinations. It compares mean energies, not exact eigenvalues, and leaves Q and A as inputs; the molecular integrals of the hydrogen molecule are not evaluated.

## States, energies and exchange in Lean

The finite type `n` labels the basis functions of one particle.

```lean
import Mathlib

open Matrix

namespace HeitlerLondonExchange

noncomputable section

variable {n : Type*} [Fintype n] [DecidableEq n]
```

The inner product is conjugate-linear in its first argument.

```lean
/-- The Hermitian inner product of two state vectors, conjugate-linear in the first. -/
def overlap {ι : Type*} [Fintype ι] (φ ψ : ι → ℂ) : ℂ := star φ ⬝ᵥ ψ

/-- The matrix element of the operator `H` between the states `φ` and `ψ`. -/
def elem {ι : Type*} [Fintype ι] (H : Matrix ι ι ℂ) (φ ψ : ι → ℂ) : ℂ :=
  overlap φ (H *ᵥ ψ)
```

`meanEnergy` takes real parts, which makes it a real number for any matrix H.

```lean
/-- The mean energy of a state that need not be normalised: the real part of the
expectation value divided by the squared norm. -/
def meanEnergy {ι : Type*} [Fintype ι] (H : Matrix ι ι ℂ) (ψ : ι → ℂ) : ℝ :=
  (elem H ψ ψ).re / (overlap ψ ψ).re
```

The product state, the exchange matrix and the two combinations follow the definitions above.

```lean
/-- The product state with particle one in orbital `u` and particle two in orbital `v`. -/
def pair {n : Type*} (u v : n → ℂ) : n × n → ℂ := fun p => u p.1 * v p.2

/-- The operator that exchanges the two particles. -/
def exchange (n : Type*) [DecidableEq n] : Matrix (n × n) (n × n) ℂ :=
  Matrix.of fun p q => if q = p.swap then 1 else 0

/-- The Heitler-London combination symmetric under exchange of the orbitals. -/
def symState {n : Type*} (u v : n → ℂ) : n × n → ℂ := pair u v + pair v u

/-- The Heitler-London combination antisymmetric under exchange of the orbitals. -/
def antiState {n : Type*} (u v : n → ℂ) : n × n → ℂ := pair u v - pair v u
```

## Exchange symmetry and norms

The first two lemmas compute the action of P, on a general wavefunction and then on a product state.

```lean
/-- The exchange operator swaps the two particle coordinates of a wavefunction. -/
theorem exchange_mulVec (ψ : n × n → ℂ) :
    exchange n *ᵥ ψ = fun p => ψ p.swap := by
  ext p
  simp [exchange, Matrix.mulVec, dotProduct]

/-- Exchange turns the product state `uv` into `vu`. -/
theorem exchange_pair (u v : n → ℂ) : exchange n *ᵥ pair u v = pair v u := by
  rw [exchange_mulVec]
  ext p
  simp [pair, mul_comm]
```

The hypothesis `Commute (exchange n) H` says that the Hamiltonian treats the particles as identical. The proof moves P past H, then relabels the sum over pairs with `Equiv.sum_comp`.

```lean
/-- If `H` commutes with exchange, its matrix elements are unchanged when both states
are exchanged. -/
theorem elem_exchange {H : Matrix (n × n) (n × n) ℂ} (hH : Commute (exchange n) H)
    (φ ψ : n × n → ℂ) :
    elem H (exchange n *ᵥ φ) (exchange n *ᵥ ψ) = elem H φ ψ := by
  have hc : H *ᵥ (exchange n *ᵥ ψ) = exchange n *ᵥ (H *ᵥ ψ) := by
    rw [Matrix.mulVec_mulVec, Matrix.mulVec_mulVec, hH.eq]
  unfold elem
  rw [hc, exchange_mulVec φ, exchange_mulVec (H *ᵥ ψ)]
  -- relabelling the particles does not change the sum over configurations
  exact Equiv.sum_comp (Equiv.prodComm n n) (fun p => star (φ p) * (H *ᵥ ψ) p)
```

The double sum for a product overlap factorises.

```lean
omit [DecidableEq n] in
/-- The overlap of two product states is the product of the orbital overlaps. -/
theorem overlap_pair (a b c d : n → ℂ) :
    overlap (pair a b) (pair c d) = overlap a c * overlap b d := by
  simp only [overlap, dotProduct, pair, Pi.star_apply, star_mul',
    Fintype.sum_prod_type, Finset.sum_mul_sum]
  exact Finset.sum_congr rfl fun _ _ => Finset.sum_congr rfl fun _ _ => by ring
```

The squared norms come from four such overlaps. The step `hs` identifies ⟨u,v⟩⟨v,u⟩ with |S|², and `linear_combination` adds the terms with their signs.

```lean
omit [DecidableEq n] in
/-- For unit orbitals with overlap `S`, the squared norms of the symmetric and
antisymmetric combinations are `2(1 + |S|²)` and `2(1 - |S|²)`. -/
theorem norm_combinations {u v : n → ℂ} (hu : overlap u u = 1) (hv : overlap v v = 1) :
    overlap (symState u v) (symState u v) = ((2 * (1 + ‖overlap u v‖ ^ 2) : ℝ) : ℂ) ∧
    overlap (antiState u v) (antiState u v) = ((2 * (1 - ‖overlap u v‖ ^ 2) : ℝ) : ℂ) := by
  have hs : overlap u v * overlap v u = ((‖overlap u v‖ ^ 2 : ℝ) : ℂ) := by
    have h : overlap v u = star (overlap u v) := Matrix.star_dotProduct v u
    rw [h, ← Complex.normSq_eq_norm_sq]
    exact Complex.mul_conj _
  have h1 := overlap_pair u v u v
  have h2 := overlap_pair u v v u
  have h3 := overlap_pair v u u v
  have h4 := overlap_pair v u v u
  rw [hu, hv] at h1 h4
  rw [hs] at h2
  rw [mul_comm, hs] at h3
  push_cast at h2 h3 ⊢
  constructor
  · have e : overlap (symState u v) (symState u v) =
        overlap (pair u v) (pair u v) + overlap (pair u v) (pair v u)
        + overlap (pair v u) (pair u v) + overlap (pair v u) (pair v u) := by
      simp only [overlap, symState, star_add, add_dotProduct, dotProduct_add]
      ring
    rw [e]
    linear_combination h1 + h2 + h3 + h4
  · have e : overlap (antiState u v) (antiState u v) =
        overlap (pair u v) (pair u v) - overlap (pair u v) (pair v u)
        - overlap (pair v u) (pair u v) + overlap (pair v u) (pair v u) := by
      simp only [overlap, antiState, star_sub, sub_dotProduct, dotProduct_sub]
      ring
    rw [e]
    linear_combination h1 - h2 - h3 + h4
```

The same expansion gives the energy numerators, here as complex identities. The third part shows that the matrix element ⟨uv + vu, H(uv − vu)⟩ vanishes.

```lean
/-- If `H` commutes with exchange, its unnormalised expectation values in the symmetric and
antisymmetric combinations are twice the sum and twice the difference of the direct and exchange
elements, and its matrix element `⟨uv + vu, H(uv - vu)⟩` is zero. -/
theorem elem_combinations {H : Matrix (n × n) (n × n) ℂ} (hH : Commute (exchange n) H)
    (u v : n → ℂ) :
    elem H (symState u v) (symState u v)
      = 2 * (elem H (pair u v) (pair u v) + elem H (pair u v) (pair v u)) ∧
    elem H (antiState u v) (antiState u v)
      = 2 * (elem H (pair u v) (pair u v) - elem H (pair u v) (pair v u)) ∧
    elem H (symState u v) (antiState u v) = 0 := by
  have h1 := elem_exchange hH (pair u v) (pair u v)
  have h2 := elem_exchange hH (pair u v) (pair v u)
  simp only [exchange_pair] at h1 h2
  simp only [elem, overlap, symState, antiState, star_add, star_sub, Matrix.mulVec_add,
    Matrix.mulVec_sub, add_dotProduct, sub_dotProduct, dotProduct_add,
    dotProduct_sub] at h1 h2 ⊢
  refine ⟨?_, ?_, ?_⟩
  · linear_combination h1 + h2
  · linear_combination h1 - h2
  · linear_combination h2 - h1
```

Hermiticity is assumed only in the next theorem. It gives ⟨φ,Hψ⟩* = ⟨ψ,Hφ⟩, which makes the direct element real; exchange symmetry then makes ⟨uv,Hvu⟩ real too. For a Hermitian H that commutes with P, taking real parts in Q and A therefore discards nothing.

```lean
/-- For a Hermitian `H` that commutes with exchange, both the direct element and the
exchange element are real, even for complex orbitals. -/
theorem direct_and_exchange_real {H : Matrix (n × n) (n × n) ℂ} (hHerm : H.IsHermitian)
    (hH : Commute (exchange n) H) (u v : n → ℂ) :
    (elem H (pair u v) (pair u v)).im = 0 ∧ (elem H (pair u v) (pair v u)).im = 0 := by
  have hc : ∀ φ ψ : n × n → ℂ, star (elem H φ ψ) = elem H ψ φ := by
    intro φ ψ
    have key : star (H *ᵥ ψ) ⬝ᵥ φ = star ψ ⬝ᵥ H *ᵥ φ := by
      rw [Matrix.star_mulVec, hHerm.eq, ← Matrix.dotProduct_mulVec]
    unfold elem overlap
    rw [← key]
    simp only [dotProduct, star_sum, star_mul', Pi.star_apply, star_star]
    exact Finset.sum_congr rfl fun _ _ => mul_comm _ _
  have h2 := elem_exchange hH (pair u v) (pair v u)
  simp only [exchange_pair] at h2
  exact ⟨Complex.conj_eq_iff_im.mp (hc _ _),
    Complex.conj_eq_iff_im.mp ((hc _ _).trans h2)⟩
```

## The splitting and its sign

In the main theorem, `hu` and `hv` normalise the orbitals and `hS` is the condition |S| < 1. The proof substitutes the norms and numerators, shows that the denominators are nonzero, and clears fractions; `ring` verifies the remaining polynomial identity.

```lean
/-- Heitler-London splitting: let `H` commute with exchange, and let `u` and `v` be unit orbitals
with overlap `S`, `|S| < 1`. With `Q` and `A` the real parts of the direct and exchange elements,
the mean energy of `uv + vu` minus that of `uv - vu` is `2(A - Q|S|²)/(1 - |S|⁴)`. -/
theorem heitlerLondon_splitting {H : Matrix (n × n) (n × n) ℂ}
    (hH : Commute (exchange n) H) {u v : n → ℂ}
    (hu : overlap u u = 1) (hv : overlap v v = 1) (hS : ‖overlap u v‖ < 1) :
    meanEnergy H (symState u v) - meanEnergy H (antiState u v)
      = 2 * ((elem H (pair u v) (pair v u)).re
          - (elem H (pair u v) (pair u v)).re * ‖overlap u v‖ ^ 2)
        / (1 - ‖overlap u v‖ ^ 4) := by
  obtain ⟨n1, n2⟩ := norm_combinations hu hv
  obtain ⟨e1, e2, -⟩ := elem_combinations hH u v
  have two_re : ∀ z : ℂ, (2 * z).re = 2 * z.re := by intro z; simp
  unfold meanEnergy
  rw [n1, n2, e1, e2, Complex.ofReal_re, Complex.ofReal_re, two_re, two_re,
    Complex.add_re, Complex.sub_re]
  -- both norms are nonzero because the orbitals are not parallel
  have hs : ‖overlap u v‖ ^ 2 < 1 := pow_lt_one₀ (norm_nonneg _) hS (by norm_num)
  have hq : ‖overlap u v‖ ^ 4 < 1 := pow_lt_one₀ (norm_nonneg _) hS (by norm_num)
  have h1 : 2 * (1 + ‖overlap u v‖ ^ 2) ≠ 0 := by positivity
  have h2 : 2 * (1 - ‖overlap u v‖ ^ 2) ≠ 0 := by
    intro h
    linarith
  have h3 : 1 - ‖overlap u v‖ ^ 4 ≠ 0 := by
    intro h
    linarith
  rw [div_sub_div _ _ h1 h2, div_eq_div_iff (mul_ne_zero h1 h2) h3]
  ring
```

The criterion for the sign follows on multiplying by the positive quantity 1 − |S|⁴.

```lean
/-- For `H` commuting with exchange and unit orbitals with overlap `S`, `|S| < 1`, the symmetric
combination has the lower mean energy exactly when the real part of the exchange element is smaller
than the real part of the direct element times `|S|²`. -/
theorem symmetric_lower_iff {H : Matrix (n × n) (n × n) ℂ}
    (hH : Commute (exchange n) H) {u v : n → ℂ}
    (hu : overlap u u = 1) (hv : overlap v v = 1) (hS : ‖overlap u v‖ < 1) :
    meanEnergy H (symState u v) < meanEnergy H (antiState u v) ↔
      (elem H (pair u v) (pair v u)).re
        < (elem H (pair u v) (pair u v)).re * ‖overlap u v‖ ^ 2 := by
  have hq : ‖overlap u v‖ ^ 4 < 1 := pow_lt_one₀ (norm_nonneg _) hS (by norm_num)
  have hpos : 0 < 1 - ‖overlap u v‖ ^ 4 := by linarith
  rw [← sub_neg, heitlerLondon_splitting hH hu hv hS, div_lt_iff₀ hpos, zero_mul]
  constructor <;> intro h <;> linarith
```

## A contact repulsion on two sites

Let the energy be one unit when both particles share a site and zero otherwise.

```lean
/-- A contact repulsion on two sites: unit energy when both particles share a site. -/
def contact : Matrix (Fin 2 × Fin 2) (Fin 2 × Fin 2) ℂ :=
  Matrix.diagonal fun p => if p.1 = p.2 then 1 else 0
```

For u = (1, 0) and v = (3/5, 4/5), the overlap is 3/5 and Q = A = 9/25. The formula gives

2 · (9/25) · (16/25)/(1 − 81/625) = 9/17.

The antisymmetric state vanishes whenever the particles share a site, so its energy is zero and the whole splitting is the repulsion felt by the symmetric state. The Lean proof checks the hypotheses, computes Q and A, and applies the main theorem.

```lean
/-- The contact repulsion is Hermitian and commutes with exchange; the unit orbitals
`(1, 0)` and `(3/5, 4/5)` have overlap `3/5`, and their splitting is `9/17`. -/
theorem heitlerLondon_witness :
    contact.IsHermitian ∧ Commute (exchange (Fin 2)) contact ∧
    overlap ![(1 : ℂ), 0] ![1, 0] = 1 ∧
    overlap ![(3 / 5 : ℂ), 4 / 5] ![3 / 5, 4 / 5] = 1 ∧
    overlap ![(1 : ℂ), 0] ![3 / 5, 4 / 5] = 3 / 5 ∧
    meanEnergy contact (symState ![1, 0] ![3 / 5, 4 / 5])
      - meanEnergy contact (antiState ![1, 0] ![3 / 5, 4 / 5]) = 9 / 17 := by
  have hC : Commute (exchange (Fin 2)) contact := by
    show exchange (Fin 2) * contact = contact * exchange (Fin 2)
    ext p q
    rw [contact, Matrix.mul_diagonal, Matrix.diagonal_mul]
    by_cases h : q = p.swap
    · subst h
      obtain ⟨i, j⟩ := p
      fin_cases i <;> fin_cases j <;> simp [exchange]
    · simp [exchange, h]
  have hu : overlap ![(1 : ℂ), 0] ![1, 0] = 1 := by
    simp [overlap, dotProduct, Fin.sum_univ_two]
  -- the orbital amplitudes are real
  have h35 : star (3 / 5 : ℂ) = 3 / 5 := by
    have e : (3 / 5 : ℂ) = ((3 / 5 : ℝ) : ℂ) := by norm_num
    rw [e]
    exact Complex.conj_ofReal _
  have h45 : star (4 / 5 : ℂ) = 4 / 5 := by
    have e : (4 / 5 : ℂ) = ((4 / 5 : ℝ) : ℂ) := by norm_num
    rw [e]
    exact Complex.conj_ofReal _
  have hv : overlap ![(3 / 5 : ℂ), 4 / 5] ![3 / 5, 4 / 5] = 1 := by
    simp only [overlap, dotProduct, Fin.sum_univ_two, Pi.star_apply,
      Matrix.cons_val_zero, Matrix.cons_val_one, h35, h45]
    norm_num
  have hS : overlap ![(1 : ℂ), 0] ![3 / 5, 4 / 5] = 3 / 5 := by
    simp [overlap, dotProduct, Fin.sum_univ_two]
  have hn : ‖overlap ![(1 : ℂ), 0] ![3 / 5, 4 / 5]‖ = 3 / 5 := by
    rw [hS]
    norm_num
  -- direct and exchange elements both equal 9/25
  have hQ : elem contact (pair ![1, 0] ![3 / 5, 4 / 5]) (pair ![1, 0] ![3 / 5, 4 / 5])
      = ((9 / 25 : ℝ) : ℂ) := by
    simp only [elem, overlap, contact, pair, dotProduct, Matrix.mulVec_diagonal,
      Fintype.sum_prod_type, Fin.sum_univ_two, Pi.star_apply, star_mul', star_one,
      star_zero, Matrix.cons_val_zero, Matrix.cons_val_one, h35, h45]
    norm_num
  have hA : elem contact (pair ![1, 0] ![3 / 5, 4 / 5]) (pair ![3 / 5, 4 / 5] ![1, 0])
      = ((9 / 25 : ℝ) : ℂ) := by
    simp only [elem, overlap, contact, pair, dotProduct, Matrix.mulVec_diagonal,
      Fintype.sum_prod_type, Fin.sum_univ_two, Pi.star_apply, star_mul', star_one,
      star_zero, Matrix.cons_val_zero, Matrix.cons_val_one, h35, h45]
    norm_num
  refine ⟨?_, hC, hu, hv, hS, ?_⟩
  · rw [Matrix.IsHermitian, contact, Matrix.diagonal_conjTranspose]
    congr 1
    ext p
    by_cases h : p.1 = p.2 <;> simp [h]
  · rw [heitlerLondon_splitting hC hu hv (by rw [hn]; norm_num), hn, hQ, hA,
      Complex.ofReal_re]
    norm_num

end

end HeitlerLondonExchange
```

```lean
#print axioms HeitlerLondonExchange.direct_and_exchange_real
-- 'HeitlerLondonExchange.direct_and_exchange_real' depends on axioms: [propext, Classical.choice, Quot.sound]
#print axioms HeitlerLondonExchange.heitlerLondon_splitting
-- 'HeitlerLondonExchange.heitlerLondon_splitting' depends on axioms: [propext, Classical.choice, Quot.sound]
#print axioms HeitlerLondonExchange.symmetric_lower_iff
-- 'HeitlerLondonExchange.symmetric_lower_iff' depends on axioms: [propext, Classical.choice, Quot.sound]
```
